# The equations of motion of an isolated Hubbard site close on cu and nd cu

For a single Hubbard site without hopping, commuting the annihilator cu with the Hamiltonian produces one new operator, nd cu, and commuting that one with the Hamiltonian produces nothing further. Here cu and cd annihilate an up and a down electron, nu = cu† cu and nd = cd† cd are the occupation numbers, and H = e(nu + nd) + U nu nd. I have seen this stated as

[cu, H] = e cu + U nd cu

[nd cu, H] = (e + U) nd cu

and then used to write down the atomic-limit Green function. I would like to see it made rigorous from the anticommutation relations alone, without choosing a basis, and checked by a proof assistant. Can that be done in Lean, including the step to the Green function?

## Two operators, two energies

Yes. Both commutators follow from the canonical anticommutation relations in any algebra that contains such operators. The combinations (1 − nd) cu and nd cu are multiplied by e and e + U under commutation with H. Given the equations of motion for a Green function G and a normalised average ⟨·⟩, this yields, for ω different from e and e + U,

G(cu) = (1 − ⟨nd⟩)/(ω − e) + ⟨nd⟩/(ω − e − U).

For an isolated site, these are the energies for adding an up electron when the down level is empty and when it is occupied. They are the atomic precursors of the lower and upper Hubbard bands.

### From anticommutators to the closed equations

The relations needed are cu² = 0, cd² = 0, {cu, cd} = 0, {cu, cu†} = 1, {cd, cd†} = 1 and {cu, cd†} = 0, where {X, Y} = XY + YX. They give four products:

nd² = cd† (cd cd†) cd = cd† (1 − cd† cd) cd = nd

cu nu = (cu cu†) cu = (1 − cu† cu) cu = cu

nu cu = cu† cu² = 0

cu nd = cu cd† cd = −cd† cu cd = cd† cd cu = nd cu

For the first commutator, the level term contributes [cu, nu + nd] = cu. In the interaction term, cu nu nd = cu nd = nd cu, while nu nd cu = nu cu nd = 0. Hence

[cu, H] = e cu + U nd cu.

For the second, nd cu nu = nd cu and nu nd cu = 0, so [nd cu, nu] = nd cu. Since nd² = nd, both nd cu nd and nd nd cu equal nd cu, so [nd cu, nd] = 0. Finally, nd cu nu nd = nd cu nd = nd cu, and nu nd nd cu = nu nd cu = 0. Adding the terms,

[nd cu, H] = e nd cu + U nd cu = (e + U) nd cu.

Subtracting the two results gives

[cu − nd cu, H] = e (cu − nd cu).

Because cu is the sum of cu − nd cu and nd cu, its k-fold nested commutator with H is

eᵏ (cu − nd cu) + (e + U)ᵏ nd cu.

With ħ = 1, the Heisenberg equation dX/dt = −i[X, H] multiplies each part by its own phase, and

X(t) = exp(−i e t) (cu − nd cu) + exp(−i (e + U) t) nd cu

solves it with X(0) = cu.

For the Green function with cu† as second operator, the equation of motion is

ω G(X) = ⟨{X, cu†}⟩ + G([X, H]).

The adjoint of cu nd = nd cu shows that nd commutes with cu†, so {nd cu, cu†} = nd {cu, cu†} = nd. The two equations become

(ω − e) G(cu) = 1 + U G(nd cu)

(ω − e − U) G(nd cu) = ⟨nd⟩.

Solving the second and inserting it in the first gives

G(cu) = 1/(ω − e) + U ⟨nd⟩ / [(ω − e)(ω − e − U)].

The identity U/[(ω − e)(ω − e − U)] = 1/(ω − e − U) − 1/(ω − e) turns this into the form stated above.

### The Lean file

```lean
import Mathlib

open Complex

namespace HubbardAtomicLimit

noncomputable section

/-- Canonical anticommutation relations for the up and down annihilation operators of one site;
the creation operators are their adjoints. -/
structure IsFermionSite {A : Type*} [Ring A] [StarRing A] (cu cd : A) : Prop where
  up_sq : cu * cu = 0
  down_sq : cd * cd = 0
  up_down : cu * cd + cd * cu = 0
  up_star : cu * star cu + star cu * cu = 1
  down_star : cd * star cd + star cd * cd = 1
  up_star_down : cu * star cd + star cd * cu = 0

/-- The occupation number operator `c† c`. -/
def number {A : Type*} [Ring A] [StarRing A] (c : A) : A := star c * c

/-- The commutator `[X, H]`. -/
def comm {A : Type*} [Ring A] (X H : A) : A := X * H - H * X

/-- The Hamiltonian of an isolated Hubbard site with level energy `e` and repulsion `U`. -/
def siteH {A : Type*} [Ring A] [StarRing A] [Algebra ℂ A] (e U : ℂ) (cu cd : A) : A :=
  e • (number cu + number cd) + U • (number cu * number cd)

variable {A : Type*} [Ring A] [StarRing A]

/-- The occupation number of the down level is idempotent. -/
theorem number_down_idem {cu cd : A} (h : IsFermionSite cu cd) :
    number cd * number cd = number cd := by
  unfold number
  linear_combination (norm := noncomm_ring)
    star cd * h.down_star * cd - star cd * star cd * h.down_sq

/-- Products of the up annihilator with the two occupation numbers: `cu nu = cu`, `nu cu = 0`,
and `cu` commutes with `nd`. -/
theorem up_mul_number {cu cd : A} (h : IsFermionSite cu cd) :
    cu * number cu = cu ∧ number cu * cu = 0 ∧ cu * number cd = number cd * cu := by
  unfold number
  refine ⟨?_, ?_, ?_⟩
  · linear_combination (norm := noncomm_ring) h.up_star * cu - star cu * h.up_sq
  · rw [mul_assoc, h.up_sq, mul_zero]
  · linear_combination (norm := noncomm_ring) h.up_star_down * cd - star cd * h.up_down

variable [Algebra ℂ A]

omit [StarRing A] in
/-- The commutator with a fixed operator is linear in its first entry. -/
theorem comm_linear (a b : ℂ) (X Y H : A) :
    comm (a • X + b • Y) H = a • comm X H + b • comm Y H := by
  simp only [comm, add_mul, mul_add, smul_mul_assoc, mul_smul_comm]
  module

/-- The equation-of-motion hierarchy of an isolated Hubbard site closes at second order:
`[cu, H] = e cu + U nd cu` and `[nd cu, H] = (e + U) nd cu`. -/
theorem hierarchy_closes {cu cd : A} (h : IsFermionSite cu cd) (e U : ℂ) :
    comm cu (siteH e U cu cd) = e • cu + U • (number cd * cu) ∧
    comm (number cd * cu) (siteH e U cu cd) = (e + U) • (number cd * cu) := by
  obtain ⟨h1, h2, h3⟩ := up_mul_number h
  have hd := number_down_idem h
  -- the interaction acts on `cu` from the right only
  have a : cu * (number cu * number cd) = number cd * cu := by
    rw [← mul_assoc, h1, h3]
  have b : number cu * number cd * cu = 0 := by
    rw [mul_assoc, ← h3, ← mul_assoc, h2, zero_mul]
  constructor
  · simp only [comm, siteH, mul_add, add_mul, mul_smul_comm, smul_mul_assoc]
    rw [a, b, h1, h2, h3]
    module
  · -- idempotency of `nd` prevents any new operator from appearing
    have x1 : number cd * cu * number cu = number cd * cu := by rw [mul_assoc, h1]
    have x2 : number cd * cu * number cd = number cd * cu := by
      rw [mul_assoc, h3, ← mul_assoc, hd]
    have x3 : number cu * (number cd * cu) = 0 := by rw [← mul_assoc, b]
    have x4 : number cd * (number cd * cu) = number cd * cu := by rw [← mul_assoc, hd]
    have x5 : number cd * cu * (number cu * number cd) = number cd * cu := by
      rw [← mul_assoc, x1, x2]
    have x6 : number cu * number cd * (number cd * cu) = 0 := by
      rw [mul_assoc, x4, x3]
    simp only [comm, siteH, mul_add, add_mul, mul_smul_comm, smul_mul_assoc]
    rw [x5, x6, x1, x2, x3, x4]
    module

/-- The part of `cu` that acts when the down level is empty is an eigenoperator of the
commutator with `H`, with energy `e`. -/
theorem lower_eigenoperator {cu cd : A} (h : IsFermionSite cu cd) (e U : ℂ) :
    comm (cu - number cd * cu) (siteH e U cu cd) = e • (cu - number cd * cu) := by
  obtain ⟨h1, h2⟩ := hierarchy_closes h e U
  have hs : cu - number cd * cu = (1 : ℂ) • cu + (-1 : ℂ) • (number cd * cu) := by module
  rw [hs, comm_linear, h1, h2]
  module

/-- The `k`-fold nested commutator of `cu` with `H` is
`e^k (1 - nd) cu + (e + U)^k nd cu`. -/
theorem nested_commutator {cu cd : A} (h : IsFermionSite cu cd) (e U : ℂ) (k : ℕ) :
    (fun X => comm X (siteH e U cu cd))^[k] cu =
      e ^ k • (cu - number cd * cu) + (e + U) ^ k • (number cd * cu) := by
  induction k with
  | zero => simp
  | succ k ih =>
    rw [Function.iterate_succ_apply', ih]
    rw [comm_linear, lower_eigenoperator h, (hierarchy_closes h e U).2,
      smul_smul, smul_smul, ← pow_succ, ← pow_succ]

/-- The equation of motion at frequency `ω` for the Green function `G X` of the operators `X`
and `B`: `ω G(X) = φ({X, B}) + G([X, H])`, where `φ` is the average. -/
def GreenEOM (ω : ℂ) (φ G : A →ₗ[ℂ] ℂ) (H B X : A) : Prop :=
  ω * G X = φ (X * B + B * X) + G (comm X H)

/-- The atomic-limit Green function has the two-pole form
`(1 - ⟨nd⟩)/(ω - e) + ⟨nd⟩/(ω - e - U)`, as fixed by the equations of motion
for `cu` and `nd cu`. -/
theorem atomic_green_function {cu cd : A} (h : IsFermionSite cu cd) (e U ω : ℂ)
    (φ G : A →ₗ[ℂ] ℂ) (hφ : φ 1 = 1) (he : ω ≠ e) (hU : ω ≠ e + U)
    (g1 : GreenEOM ω φ G (siteH e U cu cd) (star cu) cu)
    (g2 : GreenEOM ω φ G (siteH e U cu cd) (star cu) (number cd * cu)) :
    G cu = (1 - φ (number cd)) / (ω - e) + φ (number cd) / (ω - (e + U)) := by
  obtain ⟨c1, c2⟩ := hierarchy_closes h e U
  -- the adjoint of `cu nd = nd cu` moves `nd` past the creator
  have hs : number cd * star cu = star cu * number cd := by
    have := congrArg star (up_mul_number h).2.2
    simpa only [number, star_mul, star_star] using this
  have ha : number cd * cu * star cu + star cu * (number cd * cu) = number cd := by
    rw [← mul_assoc (star cu), ← hs, mul_assoc, mul_assoc, ← mul_add, h.up_star, mul_one]
  unfold GreenEOM at g1 g2
  rw [h.up_star, hφ, c1, map_add, map_smul, map_smul, smul_eq_mul, smul_eq_mul] at g1
  rw [ha, c2, map_smul, smul_eq_mul] at g2
  have p : ω - e ≠ 0 := sub_ne_zero.mpr he
  have q : ω - (e + U) ≠ 0 := sub_ne_zero.mpr hU
  have r2 : G (number cd * cu) = φ (number cd) / (ω - (e + U)) := by
    rw [eq_div_iff q]
    linear_combination g2
  have r1 : G cu = (1 + U * G (number cd * cu)) / (ω - e) := by
    rw [eq_div_iff p]
    linear_combination g1
  rw [r1, r2]
  field_simp
  ring

/-- The operator `exp(-i e t) (1 - nd) cu + exp(-i (e + U) t) nd cu`. -/
def evolved (e U : ℂ) (cu cd : A) (t : ℂ) : A :=
  exp (-(I * e) * t) • (cu - number cd * cu) + exp (-(I * (e + U)) * t) • (number cd * cu)

/-- The two-frequency operator `evolved` equals `cu` at time zero and solves the Heisenberg
equation `dX/dt = -i [X, H]` at every complex time. -/
theorem heisenberg_evolution {B : Type*} [NormedRing B] [StarRing B] [NormedAlgebra ℂ B]
    {cu cd : B} (h : IsFermionSite cu cd) (e U : ℂ) :
    evolved e U cu cd 0 = cu ∧ ∀ t : ℂ, HasDerivAt (fun s => evolved e U cu cd s)
      ((-I) • comm (evolved e U cu cd t) (siteH e U cu cd)) t := by
  refine ⟨by simp [evolved], fun t => ?_⟩
  have p : ∀ w : ℂ, HasDerivAt (fun s : ℂ => exp (-(I * w) * s))
      (-(I * w) * exp (-(I * w) * t)) t := fun w =>
    (((hasDerivAt_id' t).const_mul (-(I * w))).cexp).congr_deriv (by ring)
  unfold evolved
  refine (((p e).smul_const (cu - number cd * cu)).fun_add
    ((p (e + U)).smul_const (number cd * cu))).congr_deriv ?_
  -- each part is an eigenoperator and carries its own phase
  rw [comm_linear, lower_eigenoperator h, (hierarchy_closes h e U).2]
  module

/-- The up annihilator in the basis empty, up, down, doubly occupied. -/
def upMatrix : Matrix (Fin 4) (Fin 4) ℂ :=
  !![0, 1, 0, 0; 0, 0, 0, 0; 0, 0, 0, 1; 0, 0, 0, 0]

/-- The down annihilator in the same basis, with the fermionic sign. -/
def downMatrix : Matrix (Fin 4) (Fin 4) ℂ :=
  !![0, 0, 1, 0; 0, 0, 0, -1; 0, 0, 0, 0; 0, 0, 0, 0]

/-- The explicit four-state matrices satisfy the canonical anticommutation relations. -/
theorem fermionSite_witness : IsFermionSite upMatrix downMatrix := by
  -- the creators as explicit matrices
  have hu : star upMatrix = !![0, 0, 0, 0; 1, 0, 0, 0; 0, 0, 0, 0; 0, 0, 1, 0] := by
    ext i j
    fin_cases i <;> fin_cases j <;>
      simp [upMatrix]
  have hd : star downMatrix = !![0, 0, 0, 0; 0, 0, 0, 0; 1, 0, 0, 0; 0, -1, 0, 0] := by
    ext i j
    fin_cases i <;> fin_cases j <;>
      simp [downMatrix]
  constructor <;> (try rw [hu]) <;> (try rw [hd]) <;> ext i j <;>
    fin_cases i <;> fin_cases j <;>
    simp [upMatrix, downMatrix, Matrix.mul_apply, Fin.sum_univ_succ]

end

end HubbardAtomicLimit
```

```lean
#print axioms HubbardAtomicLimit.hierarchy_closes
#print axioms HubbardAtomicLimit.nested_commutator
#print axioms HubbardAtomicLimit.atomic_green_function
#print axioms HubbardAtomicLimit.heisenberg_evolution
```

```
'HubbardAtomicLimit.hierarchy_closes' depends on axioms: [propext, Classical.choice, Quot.sound]
'HubbardAtomicLimit.nested_commutator' depends on axioms: [propext, Classical.choice, Quot.sound]
'HubbardAtomicLimit.atomic_green_function' depends on axioms: [propext, Classical.choice, Quot.sound]
'HubbardAtomicLimit.heisenberg_evolution' depends on axioms: [propext, Classical.choice, Quot.sound]
```

### What the Lean statements say

The type `A` is a ring with an adjoint operation `star` and complex scalars. It stands for the operator algebra of the site, and no dimension or basis is fixed. The structure `IsFermionSite cu cd` lists the six relations above; the creators are `star cu` and `star cd`. `number c` is c†c, `comm X H` is XH − HX in that order, and `siteH e U cu cd` is the Hamiltonian.

The parameters `e` and `U` are arbitrary complex numbers. A physical site has real values, which make H self-adjoint, but the algebra does not use this. Both spins share the level energy e, so a Zeeman splitting is not covered. A chemical potential μ is included by reading e as the level energy minus μ.

`hierarchy_closes` is the pair of commutators, and `nested_commutator` is the formula for every natural number k. `heisenberg_evolution` adds a norm to the algebra, so that derivatives have a meaning, and states that `evolved` starts at cu and satisfies the Heisenberg equation at every complex t. It does not state that this solution is unique.

In `atomic_green_function`, `φ` is a linear functional with `φ 1 = 1`, standing for a thermal or ground-state average; positivity is not required. The map `G` sends an operator X to its Green function with cu† at one fixed frequency ω. The property `GreenEOM` is assumed for X = cu and X = nd cu only. Physically, it is the Fourier transform of the time derivative of a retarded function −iθ(t)⟨{X(t), cu†}⟩, with ω slightly above the real axis: the step function produces the anticommutator, and the Heisenberg equation produces G([X, H]). The file takes this equation as a hypothesis and does not construct G from a time integral. The value of ⟨nd⟩ also remains an input.

### How the proof follows the algebra

`number_down_idem` and `up_mul_number` establish the four products. In most of these steps, `linear_combination` names the anticommutators to be used and the operators that multiply them from the left or right, and `noncomm_ring` checks the remaining identity without exchanging factors. For cu nd = nd cu, for instance, the combination is {cu, cd†} cd − cd† {cu, cd}, which expands to cu nd − nd cu.

In `hierarchy_closes`, the auxiliary facts `a` and `b` evaluate the interaction on either side of cu. For the second commutator, `x1` to `x6` are the six products that occur when nd cu meets nu, nd and nu nd from the right and from the left. After `simp only` has expanded the commutator and the products have been substituted, `module` collects the coefficients.

`comm_linear` lets the commutator act on a sum term by term. `lower_eigenoperator` uses it to subtract the two closed equations, and `nested_commutator` then proceeds by induction on k, each further commutator supplying one more factor e or e + U. In `heisenberg_evolution`, differentiating the exponentials gives −ie and −i(e + U), which are −i times the factors e and e + U that the commutator produces on the two parts.

The Green-function proof first derives nd cu† = cu† nd (`hs`) and {nd cu, cu†} = nd (`ha`). The facts `r2` and `r1` solve the two linear equations in the order used above, with the conditions on ω keeping both denominators nonzero. `field_simp` and `ring` carry out the partial fractions.

Finally, `fermionSite_witness` checks the anticommutation relations for 4 × 4 matrices on the empty, up, down and doubly occupied states. The entry −1 in `downMatrix` is the fermionic sign for the doubly occupied state cu† cd† |0⟩. The relations therefore have a concrete, nonzero realisation.

### The same two equations in a Green-function code

An equation-of-motion program can store the coefficients of the commutators in a matrix. For the operator list (cu, nd cu), its rows are (e, U) and (0, e + U), and the program solves

(ω − M) g = b

with M this matrix, g = (G(cu), G(nd cu)) and b = (1, ⟨nd⟩). For the isolated site, this 2 × 2 system needs no decoupling approximation. Once hopping to other sites is switched on, the commutators generate operators on those sites as well, and the list generally has to be extended or truncated.

The two-pole expression is also a useful reference for an impurity solver: for a single spin-degenerate orbital with the hybridisation set to zero, the impurity Green function should reduce to this formula. In the Hubbard-I approximation, the atomic function is inserted into the lattice expression 1/(G(cu)⁻¹ − ε(k)), where ε(k) is the hopping dispersion without the on-site energy.

### Without cd² = 0, the second energy changes

Take the 2 × 2 matrices

cu = [[0, 1], [0, 0]]

cd = (1/√2) [[1, 0], [0, −1]].

They satisfy every relation in the list except cd² = 0, since cd² = 1/2. Now nd = 1/2 is a plain number, and nd² = 1/4 differs from nd. The Hamiltonian becomes H = e(nu + 1/2) + (U/2) nu, so

[cu, H] = (e + U/2) cu.

The first closed equation survives, because U nd cu = (U/2) cu. The second fails for U ≠ 0: the operator nd cu = cu/2 is multiplied by e + U/2, not by e + U. The full interaction energy U in the second equation thus depends on the down occupation being a projector, with values 0 and 1 only.
